# The first-order change of a wave vector under a homogeneous deformation

When a crystal is deformed by a matrix `F`, its wave vectors are carried along by the inverse transpose of `F`. The lemma takes `F = 1 + t h`, with `h` any real square matrix of finite size, and says that the image of a fixed real vector `G` has derivative `-hᵀ G` with respect to `t` at `t = 0`. Neither symmetry nor invertibility of `h` is assumed, and `G` need not belong to a lattice. The proof shows that for small nonzero `t` the difference quotient equals `-hᵀ` applied to the deformed wave vector, and then lets `t` tend to zero. For that limit it needs the inverse of `1 + t h` to be continuous at `t = 0`, which it derives by writing the inverse as the reciprocal of the determinant times the adjugate.

Lean 4 with Mathlib refuses this proof:

```lean
import Mathlib

open Matrix Filter Topology

namespace StrainedReciprocalLattice

noncomputable section

variable {n : Type*} [Fintype n] [DecidableEq n]

/-- The inverse transpose of a deformation `F`, which acts on wave vectors. -/
def reciprocalMap (F : Matrix n n ℝ) : Matrix n n ℝ := (F⁻¹)ᵀ

/-- Under the deformation `1 + t h`, a wave vector `G` changes at the initial rate
`-hᵀ G`. -/
theorem hasDerivAt_strained_waveVector (h : Matrix n n ℝ) (G : n → ℝ) :
    HasDerivAt (fun t : ℝ => reciprocalMap (1 + t • h) *ᵥ G) (-(hᵀ *ᵥ G)) 0 := by
  have hM : Continuous (fun t : ℝ => (1 + t • h : Matrix n n ℝ)) :=
    continuous_const.add (continuous_id.smul continuous_const)
  have hd : ContinuousAt (fun t : ℝ => ((1 + t • h : Matrix n n ℝ).det)⁻¹) 0 :=
    hM.matrix_det.continuousAt.inv₀ (by simp)
  have hi : ContinuousAt (fun t : ℝ => (1 + t • h : Matrix n n ℝ)⁻¹) 0 := by
    refine (hd.smul hM.matrix_adjugate.continuousAt).congr (Eventually.of_forall fun t => ?_)
    simp only [Matrix.inv_def, Ring.inverse_eq_inv']
  have hφ : Continuous (fun M : Matrix n n ℝ => -(hᵀ *ᵥ (Mᵀ *ᵥ G))) :=
    (continuous_const.matrix_mulVec
      (continuous_id.matrix_transpose.matrix_mulVec continuous_const)).neg
  have hlim : Tendsto (fun t : ℝ => -(hᵀ *ᵥ (reciprocalMap (1 + t • h) *ᵥ G)))
      (𝓝[≠] 0) (𝓝 (-(hᵀ *ᵥ G))) := by
    have e := (hφ.tendsto _).comp hi.tendsto
    simp only [zero_smul, add_zero, inv_one, Matrix.transpose_one, Matrix.one_mulVec] at e
    exact e.mono_left nhdsWithin_le_nhds
  have hdet : ∀ᶠ t : ℝ in 𝓝 0, (1 + t • h : Matrix n n ℝ).det ≠ 0 :=
    hM.matrix_det.continuousAt.eventually_ne (by simp)
  rw [hasDerivAt_iff_tendsto_slope_zero]
  refine hlim.congr' ?_
  filter_upwards [self_mem_nhdsWithin, nhdsWithin_le_nhds hdet] with t ht hdt
  have ht0 : t ≠ 0 := ht
  -- the strained vector `v` solves `v + t hᵀ v = G`
  have key : reciprocalMap (1 + t • h) *ᵥ G
      + t • (hᵀ *ᵥ (reciprocalMap (1 + t • h) *ᵥ G)) = G := by
    have e : (1 + t • h)ᵀ *ᵥ (reciprocalMap (1 + t • h) *ᵥ G) = G := by
      rw [reciprocalMap, Matrix.mulVec_mulVec, ← Matrix.transpose_mul,
        Matrix.nonsing_inv_mul _ (isUnit_iff_ne_zero.mpr hdt), Matrix.transpose_one,
        Matrix.one_mulVec]
    rwa [Matrix.transpose_add, Matrix.transpose_one, Matrix.transpose_smul,
      Matrix.add_mulVec, Matrix.one_mulVec, Matrix.smul_mulVec] at e
  have h0 : reciprocalMap (1 + (0 : ℝ) • h) *ᵥ G = G := by
    simp [reciprocalMap]
  have hsub : reciprocalMap (1 + t • h) *ᵥ G - G
      = t • (-(hᵀ *ᵥ (reciprocalMap (1 + t • h) *ᵥ G))) := by
    linear_combination (norm := module) key
  rw [zero_add, h0, hsub, smul_smul, inv_mul_cancel₀ ht0, one_smul]

end

end StrainedReciprocalLattice
```

Lean reports:

```
Main.lean:22:74: error: unsolved goals
n : Type u_1
inst✝¹ : Fintype n
inst✝ : DecidableEq n
h : Matrix n n ℝ
G : n → ℝ
hM : Continuous fun t => 1 + t • h
hd : ContinuousAt (fun t => (1 + t • h).det⁻¹) 0
t : ℝ
⊢ ((fun t => (1 + t • h).det⁻¹) • fun x => (1 + x • h).adjugate) t = (1 + t • h).det⁻¹ • (1 + t • h).adjugate
```

As a diff, the version that Lean accepts:

```diff
@@ -23,4 +23,5 @@
     refine (hd.smul hM.matrix_adjugate.continuousAt).congr (Eventually.of_forall fun t => ?_)
     simp only [Matrix.inv_def, Ring.inverse_eq_inv']
+    rfl
   have hφ : Continuous (fun M : Matrix n n ℝ => -(hᵀ *ᵥ (Mᵀ *ᵥ G))) :=
     (continuous_const.matrix_mulVec
```

Diagnosis. The error is in `hi`, the continuity of the inverse. There `hd.smul` gives continuity of a product of two functions, the reciprocal determinant and the adjugate, and `congr` then asks that this product agree with the matrix inverse at each `t`.

The `simp only` call rewrites the inverse on the right as `(1 + t • h).det⁻¹ • (1 + t • h).adjugate`. On the left, however, the message still shows the two functions multiplied first and the result applied to `t`. Scalar multiplication of functions is defined pointwise, so the two sides are the same by definition, but neither of the lemmas given to `simp only` unfolds that product, and the goal is left open.

The added `rfl` closes it: it has Lean check the equality by unfolding definitions, which evaluates the product of functions at `t` and gives the right-hand side.
